# A damped linear thermostat with independent standardised noise reaches the right temperature and keeps $(1-c^2)/(1+c^2)$ of the noise's excess fourth moment

Start a particle at rest and give it one thermostat kick, $v_1=\sqrt{1-c^2}\,r_0$, where $c$ is the fraction of velocity kept per step. If $r_0$ is a fair random sign, then $E[v_1^2]=1-c^2$, just as for a standard Gaussian $r_0$. But $E[v_1^4]=(1-c^2)^2$, where the Gaussian gives $3(1-c^2)^2$. The second moment sees only the variance of the kick; the fourth also sees its shape.

Now iterate, in units where $k_BT/m=1$:

$$v_0=0,\qquad v_{n+1}=c\,v_n+\sqrt{1-c^2}\,r_n .$$

Let the kicks $r_n$ be independent, with mean 0, variance 1 and fourth moment $3+k$, so that $k$ measures the departure from the Gaussian value. For $|c|<1$,

$$E[v_n^2]\to 1,\qquad E[v_n^4]-3\to k\,\frac{1-c^2}{1+c^2}.$$

## Cheap random numbers in a Langevin velocity update

This recursion is the friction-and-noise part of a Langevin integrator, for one velocity component without forces. A code that replaces Gaussian deviates by cheaper ones of equal mean and variance relies on the first limit; in the absence of forces, the second gives the error that remains in the fourth moment. Uniform noise on $[-\sqrt3,\sqrt3]$ has $k=-6/5$. With friction $\gamma>0$, time step $h>0$ and $c=e^{-\gamma h}$, the limiting excess is $k\tanh(\gamma h)$, which is small for weak friction per step. A temperature check alone will not reveal it.

## Recursions for the second and fourth moments

The velocity $v_n$ depends only on $r_0,\dots,r_{n-1}$, so it is independent of $r_n$ and mixed moments factorise. Hence $E[v_n]=0$ for all $n$. Write $m_n=E[v_n^2]$ and $q_n=E[v_n^4]$. Squaring the update gives

$$m_{n+1}=c^2m_n+1-c^2,\qquad\text{so}\qquad 1-m_{n+1}=c^2(1-m_n),$$

and $m_0=0$ yields $m_n=1-c^{2n}$.

In the fourth power, the terms with $E[v_n^3]E[r_n]$ and $E[v_n]E[r_n^3]$ vanish:

$$q_{n+1}=c^4q_n+6c^2(1-c^2)m_n+(1-c^2)^2(3+k).$$

Subtracting $3m_{n+1}^2=3\,(c^2m_n+1-c^2)^2$ leaves, for $d_n=q_n-3m_n^2$,

$$d_{n+1}=c^4d_n+k(1-c^2)^2,\qquad d_0=0.$$

Put $A=k(1-c^2)/(1+c^2)$. Since $A(1-c^4)=k(1-c^2)^2$, the solution is $d_n=A(1-c^{4n})$, and therefore

$$E[v_n^4]=3(1-c^{2n})^2+A(1-c^{4n}).$$

For $|c|<1$ the powers of $c$ vanish as $n\to\infty$, which gives both limits. For $c=e^{-\gamma h}$, multiplying numerator and denominator of $(1-c^2)/(1+c^2)$ by $e^{\gamma h}$ gives $\tanh(\gamma h)$.

## The Lean file

```lean
import Mathlib

open MeasureTheory ProbabilityTheory Filter Topology Measure

namespace StochasticThermostat

noncomputable section

variable {Ω : Type*} [MeasurableSpace Ω] {μ : Measure Ω}

/-- Thermostat noise: independent random kicks with mean 0, variance 1 and finite fourth
moment `3 + k`. -/
structure IsNoise (μ : Measure Ω) (r : ℕ → Ω → ℝ) (k : ℝ) : Prop where
  indep : iIndepFun r μ
  meas : ∀ n, Measurable (r n)
  int_four : ∀ n, Integrable (fun ω => r n ω ^ 4) μ
  mean : ∀ n, ∫ ω, r n ω ∂μ = 0
  variance : ∀ n, ∫ ω, r n ω ^ 2 ∂μ = 1
  fourth : ∀ n, ∫ ω, r n ω ^ 4 ∂μ = 3 + k

/-- The thermostatted velocity, started at rest: each step keeps a fraction `c` of the velocity
and adds a random kick of amplitude `√(1 - c²)`, for `c² ≤ 1`. -/
def velocity (c : ℝ) (r : ℕ → Ω → ℝ) : ℕ → Ω → ℝ
  | 0 => fun _ => 0
  | n + 1 => fun ω => c * velocity c r n ω + √(1 - c ^ 2) * r n ω

/-- On a probability space, a random variable with finite fourth moment has finite moments of
all lower orders. -/
theorem integrable_pow_of_four [IsProbabilityMeasure μ] {f : Ω → ℝ} (hm : Measurable f)
    (h4 : Integrable (fun ω => f ω ^ 4) μ) {j : ℕ} (hj : j ≤ 4) :
    Integrable (fun ω => f ω ^ j) μ := by
  refine ((integrable_const (1 : ℝ)).add h4).mono' (hm.pow_const j).aestronglyMeasurable
    (ae_of_all _ fun ω => ?_)
  change ‖f ω ^ j‖ ≤ 1 + f ω ^ 4
  rw [Real.norm_eq_abs, abs_le]
  interval_cases j <;> constructor <;>
    nlinarith [sq_nonneg (f ω), sq_nonneg (f ω ^ 2), sq_nonneg (f ω ^ 2 - 1),
      sq_nonneg (f ω - 1), sq_nonneg (f ω + 1), sq_nonneg (f ω ^ 2 - f ω),
      sq_nonneg (f ω ^ 2 + f ω)]

/-- Moments up to order four of a combination `a x + b y` of independent random variables with
finite fourth moments: they are finite and follow from the moments of `x` and `y` by the
binomial formula. -/
theorem moment_step [IsProbabilityMeasure μ] {x y : Ω → ℝ} (h : IndepFun x y μ)
    (hx : Measurable x) (hy : Measurable y) (hx4 : Integrable (fun ω => x ω ^ 4) μ)
    (hy4 : Integrable (fun ω => y ω ^ 4) μ) (a b : ℝ) {m : ℕ} (hm : m ≤ 4) :
    Integrable (fun ω => (a * x ω + b * y ω) ^ m) μ ∧
    ∫ ω, (a * x ω + b * y ω) ^ m ∂μ = ∑ j ∈ Finset.range (m + 1),
      (a ^ j * b ^ (m - j) * (m.choose j : ℝ)) *
        ((∫ ω, x ω ^ j ∂μ) * ∫ ω, y ω ^ (m - j) ∂μ) := by
  have e : (fun ω => (a * x ω + b * y ω) ^ m) = fun ω => ∑ j ∈ Finset.range (m + 1),
      (a ^ j * b ^ (m - j) * (m.choose j : ℝ)) * (x ω ^ j * y ω ^ (m - j)) := by
    funext ω
    rw [add_pow]
    refine Finset.sum_congr rfl fun j _ => ?_
    rw [mul_pow, mul_pow]
    ring
  -- powers of independent variables are independent
  have hi : ∀ i j : ℕ, IndepFun (fun ω => x ω ^ i) (fun ω => y ω ^ j) μ := fun i j =>
    h.comp (measurable_id.pow_const i) (measurable_id.pow_const j)
  have hI : ∀ j ∈ Finset.range (m + 1),
      Integrable (fun ω => x ω ^ j * y ω ^ (m - j)) μ := fun j hj =>
    (hi j (m - j)).integrable_mul
      (integrable_pow_of_four hx hx4 (by have := Finset.mem_range.1 hj; omega))
      (integrable_pow_of_four hy hy4 (by omega))
  rw [e]
  constructor
  · exact integrable_finsetSum _ fun j hj => (hI j hj).const_mul _
  · rw [integral_finsetSum _ fun j hj => (hI j hj).const_mul _]
    refine Finset.sum_congr rfl fun j _ => ?_
    rw [integral_const_mul]
    congr 1
    exact (hi j (m - j)).integral_mul_eq_mul_integral
      (hx.pow_const j).aestronglyMeasurable (hy.pow_const (m - j)).aestronglyMeasurable

variable {r : ℕ → Ω → ℝ} {k c : ℝ}

/-- With thermostat noise, the current velocity is independent of the next random kick. -/
theorem velocity_indep (hr : IsNoise μ r k) (c : ℝ) (n : ℕ) :
    IndepFun (velocity c r n) (r n) μ := by
  -- the velocity is a measurable function of the earlier kicks
  have key : ∀ n, ∃ g : (Finset.range n → ℝ) → ℝ, Measurable g ∧
      ∀ ω, velocity c r n ω = g (fun i => r i ω) := by
    intro n
    induction n with
    | zero => exact ⟨fun _ => 0, measurable_const, fun _ => rfl⟩
    | succ n ih =>
      obtain ⟨g, hg, h⟩ := ih
      refine ⟨fun x => c * g (fun i => x ⟨i, Finset.mem_range.2
        (by have := Finset.mem_range.1 i.2; omega)⟩) +
        √(1 - c ^ 2) * x ⟨n, Finset.self_mem_range_succ n⟩, ?_, fun ω => ?_⟩
      · exact ((hg.comp (measurable_pi_lambda _ fun i => measurable_pi_apply _)).const_mul
          c).add ((measurable_pi_apply _).const_mul _)
      · simp only [velocity, h]
  obtain ⟨g, hg, hv⟩ := key n
  have h := hr.indep.indepFun_finset (Finset.range n) {n} (by simp) hr.meas
  have e : velocity c r n = g ∘ fun ω (i : Finset.range n) => r i ω := funext hv
  rw [e]
  exact h.comp hg (measurable_pi_apply (⟨n, Finset.mem_singleton_self n⟩ : ({n} : Finset ℕ)))

variable [IsProbabilityMeasure μ]

/-- With thermostat noise, the velocity at every step is a random variable with finite fourth
moment. -/
theorem velocity_integrable (hr : IsNoise μ r k) (c : ℝ) (n : ℕ) :
    Measurable (velocity c r n) ∧ Integrable (fun ω => velocity c r n ω ^ 4) μ := by
  induction n with
  | zero => exact ⟨measurable_const, by simp [velocity]⟩
  | succ n ih =>
    exact ⟨(ih.1.const_mul c).add ((hr.meas n).const_mul _),
      (moment_step (velocity_indep hr c n) ih.1 (hr.meas n) ih.2 (hr.int_four n) c
        (√(1 - c ^ 2)) le_rfl).1⟩

/-- For `c² ≤ 1` the mean velocity stays zero and the kinetic temperature after `n` steps is
`1 - c^(2n)`, whatever the fourth moment of the noise. -/
theorem velocity_mean_sq (hr : IsNoise μ r k) (hc : c ^ 2 ≤ 1) (n : ℕ) :
    ∫ ω, velocity c r n ω ∂μ = 0 ∧ ∫ ω, velocity c r n ω ^ 2 ∂μ = 1 - c ^ (2 * n) := by
  induction n with
  | zero => simp [velocity]
  | succ n ih =>
    have hv := velocity_integrable hr c n
    have hs : √(1 - c ^ 2) ^ 2 = 1 - c ^ 2 := Real.sq_sqrt (by linarith)
    have step := fun (m : ℕ) (hm : m ≤ 4) => (moment_step (velocity_indep hr c n) hv.1
      (hr.meas n) hv.2 (hr.int_four n) c (√(1 - c ^ 2)) hm).2
    constructor
    · simpa [velocity, Finset.sum_range_succ, hr.mean, ih.1] using step 1 (by norm_num)
    · change ∫ ω, (c * velocity c r n ω + √(1 - c ^ 2) * r n ω) ^ 2 ∂μ = _
      rw [step 2 (by norm_num)]
      simp only [Finset.sum_range_succ, Finset.sum_range_zero, Nat.reduceSub, Nat.sub_zero,
        Nat.sub_self, pow_zero, pow_one, integral_const, probReal_univ, smul_eq_mul,
        hr.mean, hr.variance, ih.1, ih.2, hs, Nat.choose_self, Nat.choose_zero_right,
        Nat.cast_one]
      ring

/-- For `c² ≤ 1` and thermostat noise with fourth moment `3 + k`, the exact fourth moment of the
velocity after `n` steps. -/
theorem velocity_fourth (hr : IsNoise μ r k) (hc : c ^ 2 ≤ 1) (n : ℕ) :
    ∫ ω, velocity c r n ω ^ 4 ∂μ =
      3 * (1 - c ^ (2 * n)) ^ 2 + k * (1 - c ^ 2) / (1 + c ^ 2) * (1 - c ^ (4 * n)) := by
  obtain ⟨A, hA⟩ : ∃ A, A = k * (1 - c ^ 2) / (1 + c ^ 2) := ⟨_, rfl⟩
  have hA' : A * (1 + c ^ 2) = k * (1 - c ^ 2) := by
    rw [hA, div_mul_cancel₀ _ (by positivity)]
  rw [← hA]
  induction n with
  | zero => simp [velocity]
  | succ n ih =>
    have hv := velocity_integrable hr c n
    have hs : √(1 - c ^ 2) ^ 2 = 1 - c ^ 2 := Real.sq_sqrt (by linarith)
    have hs4 : √(1 - c ^ 2) ^ 4 = (1 - c ^ 2) ^ 2 := by
      rw [show √(1 - c ^ 2) ^ 4 = (√(1 - c ^ 2) ^ 2) ^ 2 by ring, hs]
    have hm := velocity_mean_sq hr hc n
    change ∫ ω, (c * velocity c r n ω + √(1 - c ^ 2) * r n ω) ^ 4 ∂μ = _
    rw [(moment_step (velocity_indep hr c n) hv.1 (hr.meas n) hv.2 (hr.int_four n) c
      (√(1 - c ^ 2)) le_rfl).2]
    -- the odd cross terms vanish because velocity and kick both have mean zero
    simp only [Finset.sum_range_succ, Finset.sum_range_zero, Nat.reduceSub, Nat.sub_zero,
      Nat.sub_self, pow_zero, pow_one, integral_const, probReal_univ, smul_eq_mul,
      hr.mean, hr.variance, hr.fourth, hm.1, hm.2, ih, hs, hs4, Nat.choose_self,
      Nat.choose_zero_right, Nat.cast_one, show Nat.choose 4 2 = 6 from rfl, Nat.cast_ofNat]
    linear_combination (-(1 - c ^ 2)) * hA'

/-- For `|c| < 1` the thermostat reaches the correct temperature, `E[v²] → 1`, while the excess
fourth moment `k` of the noise survives in the velocities, multiplied in the limit by the factor
`(1 - c²)/(1 + c²)`. -/
theorem thermostat_limit (hr : IsNoise μ r k) (hc : |c| < 1) :
    Tendsto (fun n => ∫ ω, velocity c r n ω ^ 2 ∂μ) atTop (𝓝 1) ∧
    Tendsto (fun n => ∫ ω, velocity c r n ω ^ 4 ∂μ - 3) atTop
      (𝓝 (k * (1 - c ^ 2) / (1 + c ^ 2))) := by
  have h1 : c ^ 2 < 1 := (sq_lt_one_iff_abs_lt_one c).2 hc
  have hp : Tendsto (fun n : ℕ => c ^ (2 * n)) atTop (𝓝 0) := by
    simp only [pow_mul]
    exact tendsto_pow_atTop_nhds_zero_of_lt_one (sq_nonneg c) h1
  constructor
  · simp only [fun n => (velocity_mean_sq hr h1.le n).2]
    simpa using hp.const_sub 1
  · have h := ((((hp.const_sub 1).pow 2).const_mul 3).add
      (((hp.pow 2).const_sub 1).const_mul (k * (1 - c ^ 2) / (1 + c ^ 2)))).sub_const 3
    convert h using 1
    · funext n
      rw [velocity_fourth hr h1.le n]
      ring
    · congr 1
      ring

/-- For `|c| < 1` the fourth velocity moment tends to the Gaussian value 3 exactly when the
noise itself has fourth moment 3. -/
theorem gaussian_fourth_iff (hr : IsNoise μ r k) (hc : |c| < 1) :
    Tendsto (fun n => ∫ ω, velocity c r n ω ^ 4 ∂μ) atTop (𝓝 3) ↔ k = 0 := by
  have h1 : c ^ 2 < 1 := (sq_lt_one_iff_abs_lt_one c).2 hc
  have hl := (thermostat_limit hr hc).2
  constructor
  · intro h
    have h0 := tendsto_nhds_unique hl (h.sub_const 3)
    rw [sub_self, div_eq_zero_iff] at h0
    rcases h0 with h0 | h0
    · exact (mul_eq_zero.1 h0).resolve_right (by linarith)
    · nlinarith [sq_nonneg c]
  · intro h
    simpa [h] using hl.add_const 3

/-- With friction `γ > 0` and time step `h > 0`, so that `c = exp(-γh)`, the excess fourth
moment of the velocity tends to `k tanh(γh)`. -/
theorem excess_tanh (hr : IsNoise μ r k) {γ h : ℝ} (hγ : 0 < γ) (hh : 0 < h) :
    Tendsto (fun n => ∫ ω, velocity (Real.exp (-(γ * h))) r n ω ^ 4 ∂μ - 3) atTop
      (𝓝 (k * Real.tanh (γ * h))) := by
  have hx : 0 < γ * h := mul_pos hγ hh
  have hc : |Real.exp (-(γ * h))| < 1 := by
    rw [abs_of_pos (Real.exp_pos _)]
    exact Real.exp_lt_one_iff.2 (by linarith)
  have he : Real.exp (γ * h) * Real.exp (-(γ * h)) = 1 := by
    rw [← Real.exp_add, add_neg_cancel, Real.exp_zero]
  convert (thermostat_limit hr hc).2 using 2
  rw [Real.tanh_eq_sinh_div_cosh, Real.sinh_eq, Real.cosh_eq,
    div_div_div_cancel_right₀ two_ne_zero, ← mul_div_assoc,
    div_eq_div_iff (by positivity) (by positivity)]
  linear_combination (2 * k * Real.exp (-(γ * h))) * he

/-- The law of a fair random sign: `+1` or `-1`, each with probability one half. -/
def coin : Measure ℝ := (2⁻¹ : ENNReal) • dirac 1 + (2⁻¹ : ENNReal) • dirac (-1)

instance : IsProbabilityMeasure coin := ⟨by simp [coin, ENNReal.inv_two_add_inv_two]⟩

/-- Independent fair random signs are thermostat noise with `k = -2`. -/
theorem isNoise_witness :
    IsNoise (infinitePi fun _ : ℕ => coin) (fun n ω => ω n) (-2) := by
  have hi : ∀ (f : ℝ → ℝ) (a : ℝ), Integrable f ((2⁻¹ : ENNReal) • dirac a) := fun f a =>
    (integrable_dirac (by simp)).smul_measure (by simp)
  have hint : ∀ f : ℝ → ℝ, ∫ x, f x ∂coin = (f 1 + f (-1)) / 2 := by
    intro f
    rw [coin, integral_add_measure (hi f 1) (hi f (-1)), integral_smul_measure,
      integral_smul_measure, integral_dirac, integral_dirac]
    simp only [ENNReal.toReal_inv, ENNReal.toReal_ofNat, smul_eq_mul]
    ring
  -- each coordinate of the product space is distributed as one coin
  have hp : ∀ n : ℕ, MeasurePreserving (Function.eval n)
      (infinitePi fun _ : ℕ => coin) coin := fun n => measurePreserving_eval_infinitePi _ n
  have hmom : ∀ n j : ℕ, ∫ ω : ℕ → ℝ, ω n ^ j ∂(infinitePi fun _ : ℕ => coin) =
      (1 ^ j + (-1) ^ j) / 2 := by
    intro n j
    have hmap := integral_map (μ := infinitePi fun _ : ℕ => coin)
      (hp n).measurable.aemeasurable (f := fun x : ℝ => x ^ j)
      (measurable_id.pow_const j).aestronglyMeasurable
    rw [(hp n).map_eq] at hmap
    exact hmap.symm.trans (hint fun x => x ^ j)
  exact
    { indep := iIndepFun_infinitePi (X := fun _ x => x) (fun _ => measurable_id)
      meas := fun n => measurable_pi_apply n
      int_four := fun n => ((hp n).integrable_comp
        (measurable_id.pow_const 4).aestronglyMeasurable).2 ((hi _ 1).add_measure (hi _ (-1)))
      mean := fun n => by simpa using hmom n 1
      variance := fun n => by rw [hmom n 2]; norm_num
      fourth := fun n => by rw [hmom n 4]; norm_num }

end

end StochasticThermostat
```

```lean
#print axioms StochasticThermostat.thermostat_limit
#print axioms StochasticThermostat.gaussian_fourth_iff
#print axioms StochasticThermostat.excess_tanh
```

```
'StochasticThermostat.thermostat_limit' depends on axioms: [propext, Classical.choice, Quot.sound]
'StochasticThermostat.gaussian_fourth_iff' depends on axioms: [propext, Classical.choice, Quot.sound]
'StochasticThermostat.excess_tanh' depends on axioms: [propext, Classical.choice, Quot.sound]
```

## Exact ensemble moments, without forces or full distributions

In the file, `r n` is the kick $r_n$, `velocity c r n` is $v_n$, and integrals over the probability measure `μ` are ensemble averages. `IsNoise` collects the noise assumptions; the kicks need be neither bounded nor identically distributed. Unit variance, together with the amplitude $\sqrt{1-c^2}$, expresses the balance between fluctuation and dissipation.

`integrable_pow_of_four` bounds lower powers by $1+f^4$, and `moment_step` is the binomial expansion with factorised averages. `velocity_indep` writes $v_n$ as a function of the earlier kicks. `velocity_integrable` keeps the fourth moment finite. The inductions in `velocity_mean_sq` and `velocity_fourth` then prove the finite-$n$ formulas for $c^2\le1$; the final `linear_combination` in the latter uses the defining equation of $A$.

`thermostat_limit` takes the limits, and `excess_tanh` rewrites the second. `gaussian_fourth_iff` says that the fourth moment tends to 3 exactly when $k=0$; this does not make the velocity distribution Gaussian. `isNoise_witness` shows that independent random signs satisfy the assumptions with $k=-2$.

The theorems concern real numbers and ideal random variables, not rounding or pseudorandom generators. They say nothing about forces, positions, time averages along one trajectory, or moments above the fourth.

Correct moments of each single kick are not enough. Suppose that a code reseeds its generator identically at every step, so that $r_n=r_0$ for all $n$. Then

$$v_n=\sqrt{1-c^2}\,\frac{1-c^n}{1-c}\,r_0,\qquad E[v_n^2]\to\frac{1+c}{1-c},$$

which is three times the target temperature at $c=1/2$. Some restriction on correlations between kicks is needed; for the temperature alone, zero correlation between different kicks suffices.
